# The EXAFS half path length has a gradient of norm \(\sin(t/2)\) in the middle atom's position

In a double-scattering EXAFS path, a photoelectron leaves the absorber at \(a\), scatters at \(b\), then at \(c\), and returns to \(a\). Thermal motion changes the path length and blurs the interference signal. How strongly does the motion of the middle atom \(b\) contribute? The answer depends on the scattering angle \(t\in[0,\pi]\) between \(b-a\) and \(c-b\).

## From leg directions to damping

Let \(b\) differ from \(a\) and \(c\), and let

\[
L(b)=\tfrac12\bigl(\|b-a\|+\|c-b\|+\|a-c\|\bigr),\qquad
u=\frac{b-a}{\|b-a\|},\qquad v=\frac{c-b}{\|c-b\|}.
\]

The claim is that \(\|\nabla_b L\|=\sin(t/2)\), which vanishes exactly when \(c-b\) is a positive multiple of \(b-a\).

Writing the first leg length as the root of its square, we find its derivative along a displacement \(h\):

\[
\frac{2(b-a)\cdot h}{2\|b-a\|}=u\cdot h .
\]

Its gradient is therefore \(u\). In the same way \(\nabla_b\|c-b\|=(b-c)/\|b-c\|=-v\), and the third leg does not depend on \(b\). Hence \(\nabla_b L=(u-v)/2\). Since \(u\cdot v=\cos t\),

\[
\|\nabla_b L\|^2=\frac{1+1-2\cos t}{4}=\frac{1-\cos t}{2}=\sin^2\frac t2 .
\]

As \(t/2\in[0,\pi/2]\), the sine is nonnegative and the root is \(\sin(t/2)\). It is zero only for \(t=0\), when \(b\) lies between \(a\) and \(c\) on a straight line.

Now let \(b\) have displacement components \(\xi_i\) along orthonormal axes \(e_i\), with zero mean, variance \(s^2\) and no correlation. To first order \(\delta L=\sum_i\xi_i\,\nabla_b L\cdot e_i\), so

\[
\sigma^2=s^2\sum_i(\nabla_b L\cdot e_i)^2=s^2\|\nabla_b L\|^2=s^2\sin^2\frac t2 .
\]

For Gaussian displacements, averaging the phase factor \(e^{2ik\,\delta L}\) at wavenumber \(k\) gives the damping factor \(e^{-2k^2\sigma^2}\). If \(k\) and \(s\) are nonzero, it equals 1 exactly when \(t=0\).

## Paths, disorder and damping as definitions

Atoms are points of a real inner product space `E`, of which \(\mathbb R^3\) is the physical case.

In Lean 4 with Mathlib:

```lean
import Mathlib

open InnerProductGeometry

namespace EXAFSMultipleScattering

noncomputable section

variable {E : Type*} [NormedAddCommGroup E] [InnerProductSpace ℝ E]
```

`halfPath a b c` is \(L\), with the middle atom as second argument.

```lean
/-- Half the length of the closed scattering path `a → b → c → a`. -/
def halfPath (a b c : E) : ℝ := (‖b - a‖ + ‖c - b‖ + ‖a - c‖) / 2
```

The unit vectors are \(u\) = `legDirection a b` and \(v\) = `legDirection b c`.

```lean
/-- The unit vector pointing from `a` to `b`, for `a ≠ b`. -/
def legDirection (a b : E) : E := ‖b - a‖⁻¹ • (b - a)
```

The candidate gradient \((u-v)/2\) is at first only a named vector.

```lean
/-- Half the difference between the directions of the incoming leg `a → b` and the
outgoing leg `b → c`, for `b` distinct from `a` and `c`. -/
def pathGradient (a b c : E) : E := (1 / 2 : ℝ) • (legDirection a b - legDirection b c)
```

The variance is defined by its first-order formula, with `fderiv` supplying the directional derivatives. The statistical averaging behind it is thus part of the model. The finite basis `e` makes the space finite-dimensional here.

```lean
/-- First-order variance of the half path length when the middle atom `b` has uncorrelated
displacements of variance `s ^ 2` along each axis of an orthonormal basis, for `b` distinct
from `a` and `c`. -/
def pathVariance {ι : Type*} [Fintype ι] (e : OrthonormalBasis ι ℝ E) (s : ℝ)
    (a b c : E) : ℝ :=
  ∑ i, s ^ 2 * (fderiv ℝ (fun x => halfPath a x c) b (e i)) ^ 2
```

The exponential damping law is likewise a definition. Only \(b\) moves, isotropically; motion of \(a\) and \(c\), correlations between atoms and higher-order terms are left out.

```lean
/-- The EXAFS damping factor `exp (-2 k² σ²)` at photoelectron wavenumber `k`, with `σ²` the
first-order variance of the half path length due to the middle atom, for `b` distinct from
`a` and `c`. -/
def dampingFactor {ι : Type*} [Fintype ι] (e : OrthonormalBasis ι ℝ E) (k s : ℝ)
    (a b c : E) : ℝ :=
  Real.exp (-2 * k ^ 2 * pathVariance e s a b c)
```

## The norm of the half-difference

Normalisation uses the separation of the two atoms.

```lean
/-- The direction of a leg between two distinct atoms has norm one. -/
theorem norm_legDirection {a b : E} (h : b ≠ a) : ‖legDirection a b‖ = 1 := by
  have hn : ‖b - a‖ ≠ 0 := norm_ne_zero_iff.mpr (sub_ne_zero.mpr h)
  rw [legDirection, norm_smul, norm_inv, norm_norm, inv_mul_cancel₀ hn]
```

Next, `hin` is \(u\cdot v=\cos t\), and `hs` is the sign of the sine. With both sides nonnegative, `sq_eq_sq₀` reduces the claim to the squares, where the half-angle formula applies.

```lean
/-- For a middle atom distinct from both neighbours, half the difference of the leg directions
has norm `sin (t / 2)`, with `t` the scattering angle. -/
theorem norm_pathGradient {a b c : E} (hba : b ≠ a) (hbc : b ≠ c) :
    ‖pathGradient a b c‖ = Real.sin (angle (b - a) (c - b) / 2) := by
  -- the two unit vectors enclose the scattering angle
  have hin : inner ℝ (legDirection a b) (legDirection b c)
      = Real.cos (angle (b - a) (c - b)) := by
    rw [cos_angle, legDirection, legDirection, real_inner_smul_left, real_inner_smul_right,
      div_eq_mul_inv, mul_inv]
    ring
  have hs : 0 ≤ Real.sin (angle (b - a) (c - b) / 2) := by
    apply Real.sin_nonneg_of_nonneg_of_le_pi
    · linarith [angle_nonneg (b - a) (c - b)]
    · linarith [angle_le_pi (b - a) (c - b), Real.pi_pos]
  -- compare squares, using the half-angle formula
  refine (sq_eq_sq₀ (norm_nonneg _) hs).mp ?_
  have hhalf : 2 * (angle (b - a) (c - b) / 2) = angle (b - a) (c - b) := by ring
  rw [Real.sin_sq_eq_half_sub, hhalf, pathGradient, norm_smul, mul_pow, norm_sub_sq_real,
    hin, norm_legDirection hba, norm_legDirection hbc.symm, Real.norm_eq_abs, sq_abs]
  ring
```

## Differentiating a norm through its square

The norm is not differentiable at zero, but its square is smooth everywhere. The expression `h1.norm_sq.sqrt` therefore differentiates the square first and then the root, which requires only that the square be nonzero at `b`. Mathlib returns the derivative as a linear map in unsimplified form; `congr_fderiv` exchanges it for \(h\mapsto u\cdot h\) once the two maps agree on every vector.

```lean
variable [CompleteSpace E]

/-- The length of a leg between distinct atoms has as its gradient, in the position of the
end atom, the direction of the leg. -/
theorem hasGradientAt_leg {a b : E} (h : b ≠ a) :
    HasGradientAt (fun x => ‖x - a‖) (legDirection a b) b := by
  have hn : ‖b - a‖ ≠ 0 := norm_ne_zero_iff.mpr (sub_ne_zero.mpr h)
  have h1 : HasFDerivAt (fun x : E => x - a) (ContinuousLinearMap.id ℝ E) b :=
    (hasFDerivAt_id b).sub_const a
  -- differentiate the norm as the root of its square
  have h2 := h1.norm_sq.sqrt (pow_ne_zero 2 hn)
  simp only [Real.sqrt_sq (norm_nonneg _)] at h2
  rw [hasGradientAt_iff_hasFDerivAt]
  refine h2.congr_fderiv ?_
  ext v
  simp [legDirection]
  field_simp
```

The two legs are added with the constant third one. Here `hrev` provides the minus sign in front of \(v\).

```lean
/-- For a middle atom distinct from both neighbours, the gradient of the half path length in
its position is half the difference of the incoming and outgoing leg directions. -/
theorem hasGradientAt_halfPath {a b c : E} (hba : b ≠ a) (hbc : b ≠ c) :
    HasGradientAt (fun x => halfPath a x c) (pathGradient a b c) b := by
  have h1 := (hasGradientAt_leg hba).hasFDerivAt
  have h2 := (hasGradientAt_leg hbc).hasFDerivAt
  have h3 := ((h1.fun_add h2).add_const ‖a - c‖).const_mul (1 / 2 : ℝ)
  have hf : (fun x => halfPath a x c)
      = fun x => (1 / 2 : ℝ) * (‖x - a‖ + ‖x - c‖ + ‖a - c‖) := by
    funext x
    rw [halfPath, norm_sub_rev c x]
    ring
  -- reversing a leg reverses its direction
  have hrev : legDirection c b = -legDirection b c := by
    rw [legDirection, legDirection, norm_sub_rev b c, ← smul_neg, neg_sub]
  rw [hasGradientAt_iff_hasFDerivAt, hf]
  refine h3.congr_fderiv ?_
  ext v
  change (1 / 2 : ℝ) * (inner ℝ (legDirection a b) v + inner ℝ (legDirection c b) v)
    = inner ℝ (pathGradient a b c) v
  rw [pathGradient, real_inner_smul_left, hrev, inner_neg_left, inner_sub_left]
  ring
```

Mathlib's `gradient` now has the stated norm. The case \(a=c\), ordinary single scattering, is allowed and has \(t=\pi\).

```lean
/-- For a middle atom distinct from both neighbours, the gradient of the half path length in
its position has norm `sin (t / 2)`, with `t` the scattering angle. -/
theorem norm_gradient_halfPath {a b c : E} (hba : b ≠ a) (hbc : b ≠ c) :
    ‖gradient (fun x => halfPath a x c) b‖ = Real.sin (angle (b - a) (c - b) / 2) := by
  rw [(hasGradientAt_halfPath hba hbc).gradient, norm_pathGradient hba hbc]
```

## Forward scattering and the damping factor

The condition `∃ r : ℝ, 0 < r ∧ c - b = r • (b - a)` expresses forward collinearity. It is equivalent to a zero angle, and a nonzero angle has a half-angle with positive sine.

```lean
/-- For a middle atom distinct from both neighbours, the gradient of the half path length
vanishes exactly when the outgoing leg continues the incoming leg straight ahead. -/
theorem gradient_eq_zero_iff_forward {a b c : E} (hba : b ≠ a) (hbc : b ≠ c) :
    gradient (fun x => halfPath a x c) b = 0 ↔ ∃ r : ℝ, 0 < r ∧ c - b = r • (b - a) := by
  have hangle : angle (b - a) (c - b) = 0 ↔ ∃ r : ℝ, 0 < r ∧ c - b = r • (b - a) := by
    rw [angle_eq_zero_iff]
    exact and_iff_right (sub_ne_zero.mpr hba)
  rw [← hangle, ← norm_eq_zero, norm_gradient_halfPath hba hbc]
  constructor
  · intro h
    by_contra hne
    -- a nonzero angle has a half-angle strictly between 0 and π
    have hpos : 0 < angle (b - a) (c - b) :=
      lt_of_le_of_ne (angle_nonneg _ _) (Ne.symm hne)
    have hsin : 0 < Real.sin (angle (b - a) (c - b) / 2) := by
      apply Real.sin_pos_of_pos_of_lt_pi
      · linarith
      · linarith [angle_le_pi (b - a) (c - b), Real.pi_pos]
    exact hsin.ne' h
  · intro h
    rw [h, zero_div, Real.sin_zero]
```

Parseval's identity, `e.sum_inner_mul_inner`, turns the sum over axes into the squared norm.

```lean
/-- For a middle atom distinct from both neighbours, isotropic disorder of variance `s ^ 2` per
axis gives the half path length the first-order variance `s ^ 2 * sin (t / 2) ^ 2`, with `t`
the scattering angle. -/
theorem pathVariance_eq {ι : Type*} [Fintype ι] (e : OrthonormalBasis ι ℝ E) (s : ℝ)
    {a b c : E} (hba : b ≠ a) (hbc : b ≠ c) :
    pathVariance e s a b c = s ^ 2 * Real.sin (angle (b - a) (c - b) / 2) ^ 2 := by
  have hd : ∀ v, fderiv ℝ (fun x => halfPath a x c) b v
      = inner ℝ (pathGradient a b c) v := by
    intro v
    rw [(hasGradientAt_halfPath hba hbc).hasFDerivAt.fderiv]
    rfl
  simp only [pathVariance, hd]
  -- Parseval's identity for the gradient
  rw [← Finset.mul_sum, ← norm_pathGradient hba hbc, ← real_inner_self_eq_norm_sq,
    ← e.sum_inner_mul_inner]
  congr 1
  refine Finset.sum_congr rfl fun i _ => ?_
  rw [sq, real_inner_comm (pathGradient a b c) (e i)]
```

Finally, the exponential is 1 only if its exponent is zero, and `hk` and `hs` leave the gradient as the only factor that can vanish.

```lean
/-- For nonzero wavenumber and disorder amplitude, and a middle atom distinct from both
neighbours, its isotropic motion gives no first-order damping exactly when the outgoing leg
continues the incoming leg straight ahead. -/
theorem dampingFactor_eq_one_iff_forward {ι : Type*} [Fintype ι]
    (e : OrthonormalBasis ι ℝ E) {k s : ℝ} (hk : k ≠ 0) (hs : s ≠ 0)
    {a b c : E} (hba : b ≠ a) (hbc : b ≠ c) :
    dampingFactor e k s a b c = 1 ↔ ∃ r : ℝ, 0 < r ∧ c - b = r • (b - a) := by
  rw [← gradient_eq_zero_iff_forward hba hbc, ← norm_eq_zero,
    norm_gradient_halfPath hba hbc, dampingFactor, pathVariance_eq e s hba hbc,
    Real.exp_eq_one_iff]
  simp [hk, hs]

end

end EXAFSMultipleScattering
```

```lean
#print axioms EXAFSMultipleScattering.norm_gradient_halfPath
-- 'EXAFSMultipleScattering.norm_gradient_halfPath' depends on axioms: [propext, Classical.choice, Quot.sound]
#print axioms EXAFSMultipleScattering.dampingFactor_eq_one_iff_forward
-- 'EXAFSMultipleScattering.dampingFactor_eq_one_iff_forward' depends on axioms: [propext, Classical.choice, Quot.sound]
```

## Two angles in numbers

In a path calculation, the atomic coordinates give \(u\) and \(v\), and the squared norm of \((u-v)/2\) is the factor multiplying \(s^2\) in the middle atom's first-order contribution to \(\sigma^2\). Take \(s^2=0.005\ \text{Å}^2\) and \(k=10\ \text{Å}^{-1}\). For \(t=180^\circ\), \(\sigma^2=s^2\) and the damping factor is \(e^{-1}\approx0.37\). For \(t=20^\circ\), \(\sin^2 10^\circ\approx0.030\) and the factor is about \(0.97\). In this model, where only the middle atom moves, a path with near-forward scattering at that atom thus loses only about 3% of its amplitude at these values of \(k\) and \(s\).
